# Orthogonal rotations within sites reduce a factorised Coulomb coupling to one function per site

Take two sites, $a$ with two product functions and $b$ with one. Functions are counted from 0. Let the functions on $a$ carry the moments $q_a=(3,4)$ and the function on $b$ the moment $1$. If charges on different sites interact only through their moments, with strength $S_{ab}$, the Coulomb elements between $a$ and $b$ form the column

$$S_{ab}\begin{pmatrix}3\\4\end{pmatrix}.$$

Now mix the two functions on $a$ with the orthogonal matrix

$$U_a=\frac15\begin{pmatrix}3&4\\4&-3\end{pmatrix},\qquad U_a\begin{pmatrix}3\\4\end{pmatrix}=\begin{pmatrix}5\\0\end{pmatrix}.$$

The column becomes $S_{ab}(5,0)^T$. Function 0 carries the whole moment, and function 1 no longer interacts with site $b$. Of the nine elements of the full matrix at most $2^2+1^2+2=7$ can still be nonzero: the two on-site blocks and one element in each direction between the sites.

The general case has $A$ sites, with $n_a\ge 1$ functions on site $a$, and the matrix

$$v_{(ai,bj)}=\delta_{ab}\,w^a_{ij}+q_{ai}\,S_{ab}\,q_{bj},$$

where $w^a$ is an on-site block, $q_{ai}$ is the moment of function $i$ on site $a$, and $S_{ab}$ is a structure constant. All of them are real. The factorised second term is an assumption of the model. It is modelled on the electrostatics of non-overlapping spheres, where a charge distribution inside one sphere acts on the others only through its multipole moments. Here only one kind of moment is kept on each site, for example the total charge.

In the mixed product basis of LAPW calculations, such a rotation can be made among the radial functions that share an atom and an angular momentum $(l,m)$. A site of the model then corresponds to one such group of functions, not to a whole atom. One function per group keeps a multipole moment, which makes the Coulomb matrix sparser and so cheaper to store and multiply. The model treated here has real moments and structure constants and no interstitial plane waves.

```lean
import Mathlib

open Matrix

namespace MixedProductBasis

noncomputable section
```

## A reflection that is orthogonal

The matrix $U_a$ above is a Householder reflection. For a vector $u$ and a real number $c$, set

$$H=1-c\,uu^T.$$

```lean
/-- The Householder matrix `1 - c u uᵀ` with a free real prefactor `c`. -/
def reflector {m : ℕ} (c : ℝ) (u : Fin m → ℝ) : Matrix (Fin m) (Fin m) ℝ :=
  1 - c • vecMulVec u u
```

Write $P=uu^T$. Then $P^T=P$ and $P^2=u(u\cdot u)u^T=(u\cdot u)P$. If $c\,(u\cdot u)=2$, then

$$HH^T=(1-cP)^2=1-2cP+c^2(u\cdot u)P=1-2cP+2cP=1.$$

The condition on $c$ can only be met when $u\neq0$. In the code, `hP` and `hT` are the two properties of $P$, `hc` is the relation $c^2(u\cdot u)=2c$, and the final `calc` block is the line above.

```lean
/-- The Householder matrix is orthogonal when its prefactor satisfies `c (u · u) = 2`. -/
theorem reflector_orthogonal {m : ℕ} (c : ℝ) (u : Fin m → ℝ) (h : c * (u ⬝ᵥ u) = 2) :
    reflector c u * (reflector c u)ᵀ = 1 := by
  have hP : vecMulVec u u * vecMulVec u u = (u ⬝ᵥ u) • vecMulVec u u := by
    ext i j
    simp only [Matrix.mul_apply, Matrix.smul_apply, vecMulVec_apply, dotProduct,
      smul_eq_mul, Finset.sum_mul]
    exact Finset.sum_congr rfl fun k _ => by ring
  have hT : (vecMulVec u u)ᵀ = vecMulVec u u := by
    ext i j
    exact mul_comm _ _
  unfold reflector
  rw [transpose_sub, transpose_one, transpose_smul, hT]
  generalize vecMulVec u u = P at hP
  have hc : c * c * (u ⬝ᵥ u) = 2 * c := by linear_combination c * h
  calc (1 - c • P) * (1 - c • P) = 1 - (2 * c) • P + (c * c) • (P * P) := by
        simp only [sub_mul, mul_sub, one_mul, mul_one, Matrix.smul_mul, Matrix.mul_smul]
        module
    _ = 1 := by rw [hP, smul_smul, hc, sub_add_cancel]
```

## Turning one vector into another of equal length

Let $q\cdot q=p\cdot p$ and choose $u=q-p$. Then

$$u\cdot u=q\cdot q-2\,q\cdot p+p\cdot p=2(q\cdot q-q\cdot p)=2\,u\cdot q.$$

With $c\,(u\cdot u)=2$ this gives $c\,(u\cdot q)=1$, and therefore

$$Hq=q-c\,(u\cdot q)\,u=q-(q-p)=p.$$

The auxiliary fact `hv` evaluates $c\,uu^Tq$ as $c\,(u\cdot q)\,u$, and `h1` is the relation $c\,(u\cdot q)=1$.

```lean
/-- For two vectors `q` and `p` of equal length, the Householder matrix built on `q - p`,
with prefactor fixed by `c |q - p|² = 2`, maps `q` to `p`. -/
theorem reflector_maps {m : ℕ} (c : ℝ) (q p : Fin m → ℝ) (hqp : q ⬝ᵥ q = p ⬝ᵥ p)
    (h : c * ((q - p) ⬝ᵥ (q - p)) = 2) : reflector c (q - p) *ᵥ q = p := by
  have hv : ∀ u : Fin m → ℝ, (c • vecMulVec u u) *ᵥ q = (c * (u ⬝ᵥ q)) • u := by
    intro u
    ext i
    simp only [mulVec, dotProduct, Matrix.smul_apply, vecMulVec_apply, Pi.smul_apply,
      smul_eq_mul, Finset.mul_sum, Finset.sum_mul]
    exact Finset.sum_congr rfl fun k _ => by ring
  -- equal lengths give `|q - p|² = 2 (q - p) · q`
  have h1 : c * ((q - p) ⬝ᵥ q) = 1 := by
    simp only [sub_dotProduct, dotProduct_sub] at h ⊢
    rw [dotProduct_comm q p] at h
    linear_combination h / 2 + c / 2 * hqp
  rw [reflector, Matrix.sub_mulVec, Matrix.one_mulVec, hv, h1, one_smul, sub_sub_cancel]
```

## Collecting the moment in the first function

Apply this to $p=(|q|,0,\dots,0)$ with $|q|=\sqrt{q\cdot q}$. The lengths agree, since $p\cdot p=|q|^2=q\cdot q$. There are two cases.

- If $q=p$ already, the identity matrix does the job. This includes $q=0$.
- If $q\neq p$, then $u=q-p$ is nonzero, and $c=2/(u\cdot u)$ gives an orthogonal $H$ with $Hq=p$.

For $q=(3,4)$ one finds $u=(-2,4)$ and $c=1/10$, which is the matrix of the opening example. With a single function and a negative moment, $H$ is the number $-1$ and merely flips the sign of the function.

In Lean, `Pi.single 0 r` is the vector with $r$ in component 0 and zeros elsewhere, and `NeZero m` says that there is at least one component. Orthogonality is stated as $UU^T=1$, so "rotation" here includes reflections. The `by_cases` step separates the two cases.

```lean
/-- Any real moment vector with at least one component can be rotated by an orthogonal
matrix so that its first component is its length and all others are zero. -/
theorem exists_alignment {m : ℕ} [NeZero m] (q : Fin m → ℝ) :
    ∃ U : Matrix (Fin m) (Fin m) ℝ,
      U * Uᵀ = 1 ∧ U *ᵥ q = Pi.single 0 (√(q ⬝ᵥ q)) := by
  have hs : ∀ r : ℝ, (Pi.single 0 r : Fin m → ℝ) ⬝ᵥ Pi.single 0 r = r * r := by
    intro r
    simp
  have h0 : 0 ≤ q ⬝ᵥ q := Finset.sum_nonneg fun i _ => mul_self_nonneg (q i)
  by_cases h : q = Pi.single 0 (√(q ⬝ᵥ q))
  · exact ⟨1, by simp, by rw [Matrix.one_mulVec]; exact h⟩
  · have hlen := hs (√(q ⬝ᵥ q))
    rw [Real.mul_self_sqrt h0] at hlen
    generalize (Pi.single 0 (√(q ⬝ᵥ q)) : Fin m → ℝ) = p at h hlen ⊢
    have hu : (q - p) ⬝ᵥ (q - p) ≠ 0 := fun h' =>
      h (sub_eq_zero.mp (dotProduct_self_eq_zero.mp h'))
    have hc : 2 / ((q - p) ⬝ᵥ (q - p)) * ((q - p) ⬝ᵥ (q - p)) = 2 := div_mul_cancel₀ 2 hu
    exact ⟨_, reflector_orthogonal _ _ hc, reflector_maps _ q p hlen.symm hc⟩
```

## The Coulomb matrix and its rotation

A basis function is labelled by a site $a$ and an index $i$ in `Fin (n a)`, which runs from $0$ to $n_a-1$. Different sites may have different numbers of functions. The sites form a type `ι`.

```lean
variable {ι : Type*} {n : ι → ℕ}

/-- Labels of the product functions: a site `a` and one of its `n a` functions. -/
abbrev Label (n : ι → ℕ) := (a : ι) × Fin (n a)
```

The Coulomb matrix is the block-diagonal matrix of the $w^a$ plus the moment term. The latter is present for $a=b$ too, so the full on-site block is $w^a+S_{aa}\,q_aq_a^T$. In a crystal, $S_{aa}$ can describe the interaction of a site with its own periodic images; for an isolated cluster it can be set to zero. Neither $w^a$ nor $S$ is required to be symmetric.

```lean
/-- The Coulomb matrix `v_(ai,bj) = δ_ab w^a_ij + q_ai S_ab q_bj`. -/
def coulomb [DecidableEq ι] (w : ∀ a, Matrix (Fin (n a)) (Fin (n a)) ℝ)
    (S : ι → ι → ℝ) (q : ∀ a, Fin (n a) → ℝ) : Matrix (Label n) (Label n) ℝ :=
  blockDiagonal' w + Matrix.of fun x y => q x.1 x.2 * S x.1 y.1 * q y.1 y.2
```

Write $\phi_{ai}$ for product function $i$ on site $a$. New functions are formed within each site, $\tilde\phi_{ai}=\sum_k U_{a,ik}\,\phi_{ak}$. The Coulomb elements between them are

$$\tilde v_{(ai,bj)}=\sum_{k,l}U_{a,ik}\,v_{(ak,bl)}\,U_{b,jl}.$$

The definition `rotate` is this double sum. It accepts any real matrices $U_a$; orthogonality enters as a separate condition.

```lean
/-- The matrix elements of `v` between the new functions obtained by mixing the functions
of each site `a` with the coefficients `U a`. -/
def rotate (U : ∀ a, Matrix (Fin (n a)) (Fin (n a)) ℝ) (v : Matrix (Label n) (Label n) ℝ) :
    Matrix (Label n) (Label n) ℝ :=
  Matrix.of fun x y => ∑ k, ∑ l, U x.1 x.2 k * v ⟨x.1, k⟩ ⟨y.1, l⟩ * U y.1 y.2 l
```

The quantity to be bounded is the number of ordered pairs of labels whose matrix element is nonzero. An element and its transpose partner are therefore counted separately.

```lean
/-- The number of nonzero elements of a matrix over the product functions. -/
def numNonzero [Fintype ι] (M : Matrix (Label n) (Label n) ℝ) : ℕ :=
  (Finset.univ.filter fun p : Label n × Label n => M p.1 p.2 ≠ 0).card
```

## Inter-site elements factorise after the rotation

For $a\neq b$ the on-site term is absent, and the double sum splits into two single sums:

$$\tilde v_{(ai,bj)}=\sum_{k,l}U_{a,ik}\,q_{ak}\,S_{ab}\,q_{bl}\,U_{b,jl}=(U_aq_a)_i\,S_{ab}\,(U_bq_b)_j.$$

Only the rotated moments matter. In the proof, `blockDiagonal'_apply_ne` removes the on-site term, and the remaining steps move the factors in and out of the sums.

```lean
/-- Between different sites, the rotated Coulomb matrix is the product of the rotated
moments with the structure constant. -/
theorem rotate_intersite [DecidableEq ι] (U w : ∀ a, Matrix (Fin (n a)) (Fin (n a)) ℝ)
    (S : ι → ι → ℝ) (q : ∀ a, Fin (n a) → ℝ) {a b : ι} (hab : a ≠ b)
    (i : Fin (n a)) (j : Fin (n b)) :
    rotate U (coulomb w S q) ⟨a, i⟩ ⟨b, j⟩ = (U a *ᵥ q a) i * S a b * (U b *ᵥ q b) j := by
  simp only [rotate, coulomb, Matrix.add_apply, Matrix.of_apply,
    blockDiagonal'_apply_ne _ _ _ hab, zero_add, mulVec, dotProduct]
  rw [Finset.sum_mul, Finset.sum_mul]
  refine Finset.sum_congr rfl fun k _ => ?_
  rw [Finset.mul_sum]
  exact Finset.sum_congr rfl fun l _ => by ring
```

## Counting the elements that can survive

Suppose a matrix has no inter-site elements except between functions 0. A nonzero element is then of one of two kinds:

- both labels belong to the same site $a$, which allows $n_a^2$ positions;
- the labels are $(a,0)$ and $(b,0)$ with $a\neq b$, which allows one position for each of the $A(A-1)$ ordered pairs of distinct sites.

Hence there are at most $\sum_a n_a^2+A(A-1)$ nonzero elements. For a single site the bound is $n_a^2$, the size of the whole matrix.

The maps `f` and `g` list the positions of the two kinds, and `hsub` states that every nonzero element is on one of the lists. The rest of the proof bounds the size of the union by the sum of the sizes. `Fintype.card ι` is $A$.

```lean
/-- A matrix whose inter-site elements vanish except between first functions has at most
`Σ n_a² + A (A - 1)` nonzero elements, where `A` is the number of sites. -/
theorem numNonzero_le [Fintype ι] [DecidableEq ι] [∀ a, NeZero (n a)]
    (M : Matrix (Label n) (Label n) ℝ)
    (hM : ∀ a b, a ≠ b → ∀ (i : Fin (n a)) (j : Fin (n b)),
      ¬(i = 0 ∧ j = 0) → M ⟨a, i⟩ ⟨b, j⟩ = 0) :
    numNonzero M ≤ ∑ a, n a ^ 2 + Fintype.card ι * (Fintype.card ι - 1) := by
  let f : ((a : ι) × (Fin (n a) × Fin (n a))) → Label n × Label n :=
    fun x => (⟨x.1, x.2.1⟩, ⟨x.1, x.2.2⟩)
  let g : ι × ι → Label n × Label n := fun x => (⟨x.1, 0⟩, ⟨x.2, 0⟩)
  -- nonzero elements are on-site, or belong to an ordered pair of distinct sites
  have hsub : (Finset.univ.filter fun p : Label n × Label n => M p.1 p.2 ≠ 0) ⊆
      Finset.univ.image f ∪ (Finset.univ : Finset ι).offDiag.image g := by
    rintro ⟨⟨a, i⟩, ⟨b, j⟩⟩ hp
    have h : M ⟨a, i⟩ ⟨b, j⟩ ≠ 0 := (Finset.mem_filter.mp hp).2
    by_cases hab : a = b
    · subst hab
      exact Finset.mem_union_left _
        (Finset.mem_image.mpr ⟨⟨a, (i, j)⟩, Finset.mem_univ _, rfl⟩)
    · have hij : i = 0 ∧ j = 0 := by_contra fun h' => h (hM a b hab i j h')
      obtain ⟨rfl, rfl⟩ := hij
      exact Finset.mem_union_right _ (Finset.mem_image.mpr
        ⟨(a, b), Finset.mem_offDiag.mpr ⟨Finset.mem_univ _, Finset.mem_univ _, hab⟩, rfl⟩)
  refine (Finset.card_le_card hsub).trans ((Finset.card_union_le _ _).trans ?_)
  refine (add_le_add Finset.card_image_le Finset.card_image_le).trans (le_of_eq ?_)
  rw [Finset.offDiag_card, Finset.card_univ, Finset.card_univ, Fintype.card_sigma,
    Nat.mul_sub_one]
  simp only [Fintype.card_prod, Fintype.card_fin, pow_two]
```

## Decoupling all sites at once

Choose for each site an orthogonal $U_a$ with $U_aq_a=(|q_a|,0,\dots,0)$. For $a\neq b$ the factorised form gives

$$\tilde v_{(ai,bj)}=\begin{cases}|q_a|\,S_{ab}\,|q_b| & i=j=0,\\ 0 & \text{otherwise,}\end{cases}$$

because at least one of the rotated moments vanishes unless both indices are 0. The count then applies.

The theorem states that for any real $w$, $S$ and $q$, with finitely many sites and at least one function on each, there is a family $U$ with four properties: every $U_a$ is orthogonal, the inter-site elements other than those between functions 0 vanish, the remaining ones have the value above, and the bound on the number of nonzero elements holds. The on-site blocks are rotated too and may remain full.

The `choose` step picks the matrices site by site. They are built from the moments alone, so the same choice serves every $w$ and $S$. The fact `hzero` is the second line of the case distinction, and it is also the input for the count.

```lean
/-- With at least one function per site, orthogonal rotations within the sites make all
inter-site Coulomb elements vanish except `|q_a| S_ab |q_b|` between first functions, and
leave at most `Σ n_a² + A (A - 1)` nonzero elements for `A` sites. -/
theorem exists_sparse_coulomb [Fintype ι] [DecidableEq ι] [∀ a, NeZero (n a)]
    (w : ∀ a, Matrix (Fin (n a)) (Fin (n a)) ℝ) (S : ι → ι → ℝ) (q : ∀ a, Fin (n a) → ℝ) :
    ∃ U : ∀ a, Matrix (Fin (n a)) (Fin (n a)) ℝ,
      (∀ a, U a * (U a)ᵀ = 1) ∧
      (∀ a b, a ≠ b → ∀ (i : Fin (n a)) (j : Fin (n b)), ¬(i = 0 ∧ j = 0) →
        rotate U (coulomb w S q) ⟨a, i⟩ ⟨b, j⟩ = 0) ∧
      (∀ a b, a ≠ b → rotate U (coulomb w S q) ⟨a, 0⟩ ⟨b, 0⟩ =
        √(q a ⬝ᵥ q a) * S a b * √(q b ⬝ᵥ q b)) ∧
      numNonzero (rotate U (coulomb w S q)) ≤
        ∑ a, n a ^ 2 + Fintype.card ι * (Fintype.card ι - 1) := by
  choose U hU hq using fun a => exists_alignment (q a)
  have hzero : ∀ a b, a ≠ b → ∀ (i : Fin (n a)) (j : Fin (n b)), ¬(i = 0 ∧ j = 0) →
      rotate U (coulomb w S q) ⟨a, i⟩ ⟨b, j⟩ = 0 := by
    intro a b hab i j hij
    rw [rotate_intersite U w S q hab, hq a, hq b]
    rcases not_and_or.mp hij with hi | hj
    · rw [Pi.single_eq_of_ne hi, zero_mul, zero_mul]
    · rw [Pi.single_eq_of_ne hj, mul_zero]
  refine ⟨U, hU, hzero, fun a b hab => ?_, numNonzero_le _ hzero⟩
  rw [rotate_intersite U w S q hab, hq a, hq b, Pi.single_eq_same, Pi.single_eq_same]
```

## Decoupling forces the moment into the first function

There is a converse for a pair of distinct sites. Let $S_{ab}\neq0$ and $q_b\neq0$, let $U_b$ be orthogonal, and suppose that the rotated elements between $a$ and $b$ vanish except between functions 0. Since $U_b$ is invertible, $U_bq_b\neq0$, so some component $(U_bq_b)_j$ is nonzero. For every $i\neq0$ the element with this $j$ vanishes:

$$0=(U_aq_a)_i\,S_{ab}\,(U_bq_b)_j.$$

The last two factors are nonzero, hence $(U_aq_a)_i=0$. On site $a$ only function 0 can carry a moment.

Here $U_a$ may be any real matrix. Both conditions on the coupling are needed for the argument: with $S_{ab}=0$ or $q_b=0$ the elements from $a$ to $b$ vanish whatever is done on site $a$. In the code, `hne` is the statement $U_bq_b\neq0$, `Function.ne_iff` supplies the index $j$, and the last line cancels the two nonzero factors.

```lean
/-- Conversely, let `S_ab ≠ 0` and `q_b ≠ 0` for distinct sites, and let the rotation on
`b` be orthogonal. If the elements between `a` and `b` vanish except between first functions,
then on site `a` only the first rotated function can carry a moment. -/
theorem moment_aligned_of_decoupled [DecidableEq ι] [∀ a, NeZero (n a)]
    (U w : ∀ a, Matrix (Fin (n a)) (Fin (n a)) ℝ) (S : ι → ι → ℝ)
    (q : ∀ a, Fin (n a) → ℝ) {a b : ι} (hab : a ≠ b) (hU : U b * (U b)ᵀ = 1)
    (hS : S a b ≠ 0) (hqb : q b ≠ 0)
    (hdec : ∀ (i : Fin (n a)) (j : Fin (n b)), ¬(i = 0 ∧ j = 0) →
      rotate U (coulomb w S q) ⟨a, i⟩ ⟨b, j⟩ = 0)
    (i : Fin (n a)) (hi : i ≠ 0) : (U a *ᵥ q a) i = 0 := by
  -- an orthogonal rotation cannot remove the moment of site `b`
  have hne : U b *ᵥ q b ≠ 0 := by
    intro h
    apply hqb
    have hU' : (U b)ᵀ * U b = 1 := mul_eq_one_comm.mp hU
    rw [← Matrix.one_mulVec (q b), ← hU', ← Matrix.mulVec_mulVec, h, Matrix.mulVec_zero]
  obtain ⟨j, hj⟩ := Function.ne_iff.mp hne
  have h := hdec i j fun h' => hi h'.1
  rw [rotate_intersite U w S q hab] at h
  exact (mul_eq_zero.mp ((mul_eq_zero.mp h).resolve_right hj)).resolve_right hS

end

end MixedProductBasis
```

```lean
#print axioms MixedProductBasis.exists_sparse_coulomb
#print axioms MixedProductBasis.moment_aligned_of_decoupled
```

```
'MixedProductBasis.exists_sparse_coulomb' depends on axioms: [propext, Classical.choice, Quot.sound]
'MixedProductBasis.moment_aligned_of_decoupled' depends on axioms: [propext, Classical.choice, Quot.sound]
```
